# In an fcc crystal, g and f scattering between Δ-axis valleys is umklapp when the valleys lie more than three quarters of the way from Γ to X

Take six equivalent valleys at \(\pm a\,e_i\) on the cubic axes of an fcc crystal, with wavevectors in units of \(2\pi\) over the cubic lattice constant and \(3/4<a<1\). Each valley has one g partner, on the same axis with opposite sign, and four f partners, on the other axes. Every transfer from a valley to a partner lies outside the first Brillouin zone, and an explicit reciprocal vector brings it back inside. In coordinates, \((2a,0,0)\) and \((a,-a,0)\) are outside, while \((2a-2,0,0)\) and \((a-1,1-a,-1)\) are inside, the second on the zone boundary, which is counted as part of the zone.

Crystal momentum is conserved only up to a reciprocal vector, so the reduced transfer is the wavevector of the phonon absorbed; a phonon emitted instead has the opposite wavevector. The scattering is umklapp because, with all wavevectors taken in the first zone, this reciprocal vector cannot be zero. In Monte Carlo transport for silicon-like bands, the reduced transfer gives, up to this sign, the wavevector of the phonons that can link two valleys, though not their branch, provided that each valley is treated as a single point at its minimum.

```lean
import Mathlib

open Finset

namespace IntervalleyUmklapp

noncomputable section
```

## The lattice and its first zone

In these units the reciprocal lattice of an fcc crystal consists of the integer triples \(G\) whose components are all even or all odd. Lean expresses this by comparing remainders modulo 2.

```lean
/-- Reciprocal lattice vectors: integer triples whose components have equal parity. -/
def IsReciprocal (G : Fin 3 → ℤ) : Prop := ∀ i j, G i % 2 = G j % 2
```

A wavevector \(q\) is a real triple with squared length \(|q|^2=\sum_i q_i^2\).

```lean
/-- Squared length of a wavevector. -/
def lenSq (q : Fin 3 → ℝ) : ℝ := ∑ i, q i ^ 2
```

The first zone contains every \(q\) with \(|q|^2\le|q-G|^2\) for all reciprocal \(G\). The inequality is not strict, so the zone includes its boundary.

```lean
/-- The first zone: wavevectors at least as close to the origin as to any reciprocal vector. -/
def InFirstZone (q : Fin 3 → ℝ) : Prop :=
  ∀ G : Fin 3 → ℤ, IsReciprocal G → lenSq q ≤ lenSq (fun i => q i - G i)
```

## Valleys, partners and transfers

A valley is an axis, numbered 0, 1 or 2, together with a direction.

```lean
/-- A valley is labelled by its cubic axis and its direction along that axis. -/
abbrev Valley := Fin 3 × Bool
```

The direction `true` stands for \(+1\) and `false` for \(-1\).

```lean
/-- The sign belonging to a direction. -/
def sgn (b : Bool) : ℤ := if b then 1 else -1
```

The valley's wavevector has the single nonzero component \(\pm a\). The distance \(a\) is a parameter, the same for all six valleys. It stands for the position of the band minimum, which a band-structure calculation or an experiment has to supply. The point X is at \(a=1\).

```lean
/-- The wavevector of a valley minimum at distance `a` from the zone centre. -/
def waveVector (a : ℝ) (v : Valley) : Fin 3 → ℝ :=
  fun m => if m = v.1 then sgn v.2 * a else 0
```

Scattering from \(v\) to \(w\) transfers the final wavevector minus the initial one.

```lean
/-- The wavevector transferred when an electron scatters from valley `v` to valley `w`. -/
def transfer (a : ℝ) (v w : Valley) : Fin 3 → ℝ :=
  fun m => waveVector a w m - waveVector a v m
```

The two kinds of partner are distinguished by axis and direction alone.

```lean
/-- A g partner is the opposite valley on the same axis. -/
abbrev IsGPartner (v w : Valley) : Prop := w.1 = v.1 ∧ w.2 ≠ v.2

/-- An f partner is a valley on a different axis. -/
abbrev IsFPartner (v w : Valley) : Prop := w.1 ≠ v.1
```

For a g process ending in direction \(\sigma'=\pm1\), the vector to subtract is \(2\sigma'\) along the common axis.

```lean
/-- The integer triple subtracted in a g process that ends in valley `w`. -/
def umklappG (w : Valley) : Fin 3 → ℤ := fun m => if m = w.1 then 2 * sgn w.2 else 0
```

For an f process from direction \(\sigma\) on axis \(i\) to direction \(\sigma'\) on axis \(j\), it has components \(G_i=-\sigma\), \(G_j=\sigma'\) and \(G_k=\tau\), where \(k\) is the third axis and \(\tau=\pm1\) is free. In Lean, \(\tau\) is `sgn t`.

```lean
/-- The integer triple subtracted in an f process; `t` chooses the sign on the third axis. -/
def umklappF (v w : Valley) (t : Bool) : Fin 3 → ℤ :=
  fun m => if m = w.1 then sgn w.2 else if m = v.1 then -sgn v.2 else sgn t
```

## The Bragg-plane condition

Expanding the square gives
\[
|q-G|^2=|q|^2-2\,q\cdot G+|G|^2 ,
\]
so \(|q|^2\le|q-G|^2\) is equivalent to \(2\,q\cdot G\le|G|^2\). The identity `key` is this expansion, and `linarith` cancels \(|q|^2\) in both directions.

```lean
/-- A wavevector is in the first zone exactly when it lies on the inner side of every
Bragg plane. -/
theorem inFirstZone_iff (q : Fin 3 → ℝ) : InFirstZone q ↔
    ∀ G : Fin 3 → ℤ, IsReciprocal G → 2 * ∑ i, q i * G i ≤ ∑ i, (G i : ℝ) ^ 2 := by
  have key : ∀ G : Fin 3 → ℤ, lenSq (fun i => q i - G i)
      = lenSq q - 2 * ∑ i, q i * G i + ∑ i, (G i : ℝ) ^ 2 := by
    intro G
    simp only [lenSq, Fin.sum_univ_three]
    ring
  constructor
  · intro h G hG
    have h1 := h G hG
    rw [key] at h1
    linarith
  · intro h G hG
    have h1 := h G hG
    rw [key]
    linarith
```

## A bound for one component

Showing that \(q\) is inside requires the condition for infinitely many \(G\). It can be treated one component at a time. Let \(|q|\le c\le1\) for a single component \(q\), and let \(n\) be an integer.

If \(n\) is even, then \(n=0\) or \(|n|\ge2\ge2c\), so \(2qn\le2c|n|\le n^2\).

If \(n\) is odd, then \(|n|\ge1\) and
\[
n^2+2c-1-2c|n|=(|n|-1)(|n|+1-2c)\ge0 ,
\]
so \(2qn\le n^2+2c-1\).

Now let the three components of a wavevector be bounded by \(c_0,c_1,c_2\le1\). For even \(G\) the three bounds add up to the Bragg condition. For odd \(G\) they do so whenever \(c_0+c_1+c_2\le3/2\).

```lean
/-- Bounds on one Cartesian term of the Bragg condition, for even and for odd integers. -/
theorem component_bound {q c : ℝ} (n : ℤ) (hl : -c ≤ q) (hu : q ≤ c) (hc : c ≤ 1) :
    (n % 2 = 0 → 2 * (q * n) ≤ (n : ℝ) ^ 2) ∧
    (n % 2 = 1 → 2 * (q * n) ≤ (n : ℝ) ^ 2 + 2 * c - 1) := by
  constructor <;> intro hp
  · rcases (by omega : n ≤ -2 ∨ n = 0 ∨ 2 ≤ n) with h | h | h
    · have hn : (n : ℝ) ≤ -2 := by exact_mod_cast h
      nlinarith [mul_nonneg (by linarith : 0 ≤ q + c) (by linarith : 0 ≤ -(n : ℝ)),
        mul_nonneg (by linarith : 0 ≤ -(n : ℝ)) (by linarith : 0 ≤ -(n : ℝ) - 2 * c)]
    · simp [h]
    · have hn : (2 : ℝ) ≤ n := by exact_mod_cast h
      nlinarith [mul_nonneg (by linarith : 0 ≤ c - q) (by linarith : 0 ≤ (n : ℝ)),
        mul_nonneg (by linarith : 0 ≤ (n : ℝ)) (by linarith : 0 ≤ (n : ℝ) - 2 * c)]
  · rcases (by omega : n ≤ -1 ∨ 1 ≤ n) with h | h
    · have hn : (n : ℝ) ≤ -1 := by exact_mod_cast h
      nlinarith [mul_nonneg (by linarith : 0 ≤ q + c) (by linarith : 0 ≤ -(n : ℝ)),
        mul_nonneg (by linarith : 0 ≤ -(n : ℝ) - 1) (by linarith : 0 ≤ 1 - (n : ℝ) - 2 * c)]
    · have hn : (1 : ℝ) ≤ n := by exact_mod_cast h
      nlinarith [mul_nonneg (by linarith : 0 ≤ c - q) (by linarith : 0 ≤ (n : ℝ)),
        mul_nonneg (by linarith : 0 ≤ (n : ℝ) - 1) (by linarith : 0 ≤ (n : ℝ) + 1 - 2 * c)]
```

The proof turns on `nlinarith`, Mathlib's tactic for nonlinear inequalities, and on the products passed to it. For odd \(n\ge1\) they come from the identity
\[
n^2+2c-1-2qn=2(c-q)\,n+(n-1)(n+1-2c).
\]
Both products on the right are nonnegative, and the two `mul_nonneg` terms say exactly that. Once they are supplied, the goal is a linear combination of known facts, and the tactic does not have to discover a product itself. For even \(n\ge2\) the second product is \(n(n-2c)\) instead, and for negative \(n\) the same argument runs with signs reversed. The case \(n=0\) is closed by `simp`. The case split itself comes from `omega`, which knows that an even integer is zero or at least two away from it.

## Three axes, parity and partner counts

For two different axes \(i\) and \(j\) there is a third axis \(k\), and any sum over axes is the sum of those three terms. This lets one argument serve all f processes.

```lean
/-- Two different axes leave a third one, and a sum over axes splits into these three terms. -/
theorem sum_axes {i j : Fin 3} (h : i ≠ j) :
    ∃ k, k ≠ i ∧ k ≠ j ∧ ∀ f : Fin 3 → ℝ, ∑ m, f m = f i + f j + f k := by
  obtain ⟨k, hi, hj, hu⟩ := (by decide : ∀ i j : Fin 3, i ≠ j →
    ∃ k, k ≠ i ∧ k ≠ j ∧ (univ : Finset (Fin 3)) = {i, j, k}) i j h
  refine ⟨k, hi, hj, fun f => ?_⟩
  rw [hu, Finset.sum_insert (by simp [h, hi.symm]), Finset.sum_pair hj.symm]
  ring
```

The vectors to subtract are reciprocal: the g vector has components \(\pm2,0,0\), all even, and the f vector has components \(\pm1\), all odd.

```lean
/-- The triples subtracted in g and f processes are reciprocal lattice vectors. -/
theorem umklapp_isReciprocal (v w : Valley) (t : Bool) :
    IsReciprocal (umklappG w) ∧ IsReciprocal (umklappF v w t) := by
  have odd : ∀ b, sgn b % 2 = 1 := by decide
  have h1 := odd v.2
  have h2 := odd w.2
  have h3 := odd t
  constructor <;> intro m n
  · simp only [umklappG]
    split_ifs <;> omega
  · simp only [umklappF]
    split_ifs <;> omega
```

Of the six valleys, one shares the axis of \(v\) with opposite direction and four lie on the other two axes. Lean checks this by enumeration.

```lean
/-- Each valley has one g partner and four f partners. -/
theorem partner_count (v : Valley) :
    (univ.filter fun w => IsGPartner v w).card = 1 ∧
    (univ.filter fun w => IsFPartner v w).card = 4 := by
  revert v
  decide
```

## The g process

The transfer has the single component \(2\sigma'a\). Testing it against \(G=2\sigma'\) on the same axis would require \(8a\le4\), which fails for every \(a>1/2\), and so for \(a>3/4\). The transfer is therefore outside.

After subtraction the component is \(2\sigma'(a-1)\), of size \(2(1-a)<1/2\), and the others vanish. All three components are thus bounded by \(c=1/2\), for which the odd bound becomes \(2qn\le n^2\), the same as the even one. Lean adds these bounds with `Finset.sum_le_sum`.

```lean
/-- For `3/4 < a < 1` a g transfer lies outside the first zone, and subtracting its umklapp
vector brings it inside. -/
theorem g_process {a : ℝ} (ha : 3 / 4 < a) (ha1 : a < 1) {v w : Valley}
    (h : IsGPartner v w) : ¬ InFirstZone (transfer a v w) ∧
      InFirstZone (fun m => transfer a v w m - umklappG w m) := by
  obtain ⟨i, s⟩ := v
  obtain ⟨j, s'⟩ := w
  have h1 : j = i := h.1
  have h2 : s' ≠ s := h.2
  have hs : s = !s' := by
    clear h
    revert h2
    cases s <;> cases s' <;> decide
  clear h h2
  subst h1
  subst hs
  constructor
  · -- the Bragg plane of the umklapp vector separates the transfer from the origin
    intro hq
    have hb := (inFirstZone_iff _).1 hq _ (umklapp_isReciprocal (j, s') (j, s') true).1
    fin_cases j <;> cases s' <;>
      norm_num [transfer, waveVector, umklappG, sgn, Fin.sum_univ_three] at hb <;> linarith
  · rw [inFirstZone_iff]
    intro G _
    rw [Finset.mul_sum]
    refine Finset.sum_le_sum fun m _ => ?_
    -- every component of the reduced transfer is at most one half
    have hb : -(1 / 2 : ℝ) ≤ transfer a (j, !s') (j, s') m - umklappG (j, s') m ∧
        transfer a (j, !s') (j, s') m - umklappG (j, s') m ≤ 1 / 2 := by
      by_cases hm : m = j <;> cases s' <;>
        norm_num [transfer, waveVector, umklappG, sgn, hm] <;> (try constructor) <;> linarith
    have hc := component_bound (G m) hb.1 hb.2 (by norm_num)
    rcases Int.emod_two_eq_zero_or_one (G m) with p | p
    · exact hc.1 p
    · have := hc.2 p
      linarith
```

## The f process and the threshold at 3/4

The transfer has components \(q_i=-\sigma a\), \(q_j=\sigma'a\) and \(q_k=0\). Against the f vector the Bragg condition reads
\[
2(a+a+0)\le3 ,
\]
that is, \(a\le3/4\). Conversely, if \(0\le a\le3/4\), the component bounds \(a,a,0\) have sum \(2a\le3/2\), so the condition holds for every \(G\). The threshold is where the transfer reaches a K point, for example \((3/4,-3/4,0)\), the midpoint of an edge between two hexagonal faces of the zone.

In the Lean proof, `qi`, `qj` and `qk` are the three components, and `bi`, `bj` and `bk` are their bounds. The hypothesis `hG` carries the parity of \(G_i\) over to \(G_j\) and \(G_k\).

```lean
/-- An f transfer lies in the first zone exactly when the valley distance `a` is at most 3/4. -/
theorem f_transfer_mem_iff {a : ℝ} (ha : 0 ≤ a) {v w : Valley} (h : IsFPartner v w) :
    InFirstZone (transfer a v w) ↔ a ≤ 3 / 4 := by
  obtain ⟨i, s⟩ := v
  obtain ⟨j, s'⟩ := w
  have hij : i ≠ j := fun e => h e.symm
  obtain ⟨k, hki, hkj, hsum⟩ := sum_axes hij
  have qi : transfer a (i, s) (j, s') i = -(sgn s * a) := by simp [transfer, waveVector, hij]
  have qj : transfer a (i, s) (j, s') j = sgn s' * a := by
    simp [transfer, waveVector, hij.symm]
  have qk : transfer a (i, s) (j, s') k = 0 := by simp [transfer, waveVector, hki, hkj]
  rw [inFirstZone_iff]
  constructor
  · intro hq
    have hb := hq _ (umklapp_isReciprocal (i, s) (j, s') true).2
    simp only [hsum, qi, qj, qk] at hb
    cases s <;> cases s' <;>
      norm_num [umklappF, sgn, hij, hij.symm, hki, hkj] at hb <;> linarith
  · intro h34 G hG
    simp only [hsum, qi, qj, qk]
    have bi := component_bound (q := -(sgn s * a)) (c := a) (G i)
      (by cases s <;> norm_num [sgn]; linarith)
      (by cases s <;> norm_num [sgn]; linarith) (by linarith)
    have bj := component_bound (q := sgn s' * a) (c := a) (G j)
      (by cases s' <;> norm_num [sgn]; linarith)
      (by cases s' <;> norm_num [sgn]; linarith) (by linarith)
    have bk := component_bound (q := 0) (c := 0) (G k) (by simp) le_rfl (by norm_num)
    rcases Int.emod_two_eq_zero_or_one (G i) with p | p
    · linarith [bi.1 p, bj.1 ((hG j i).trans p), bk.1 ((hG k i).trans p)]
    · linarith [bi.2 p, bj.2 ((hG j i).trans p), bk.2 ((hG k i).trans p)]
```

Subtracting the f vector leaves
\[
q_i=\sigma(1-a),\qquad q_j=-\sigma'(1-a),\qquad q_k=-\tau .
\]
The bounds are now \(1-a,\,1-a,\,1\), with sum \(3-2a\), and this is at most \(3/2\) exactly when \(a\ge3/4\). Both choices of \(\tau\) work: the two reduced vectors differ by a reciprocal vector of length 2 along axis \(k\) and lie on opposite faces of the zone.

```lean
/-- For `3/4 ≤ a ≤ 1` an f transfer is brought into the first zone by its umklapp vector,
with either sign on the third axis. -/
theorem f_reduced_mem {a : ℝ} (ha : 3 / 4 ≤ a) (ha1 : a ≤ 1) {v w : Valley}
    (h : IsFPartner v w) (t : Bool) :
    InFirstZone (fun m => transfer a v w m - umklappF v w t m) := by
  obtain ⟨i, s⟩ := v
  obtain ⟨j, s'⟩ := w
  have hij : i ≠ j := fun e => h e.symm
  obtain ⟨k, hki, hkj, hsum⟩ := sum_axes hij
  have qi : transfer a (i, s) (j, s') i - umklappF (i, s) (j, s') t i = sgn s * (1 - a) := by
    simp [transfer, waveVector, umklappF, hij]
    ring
  have qj : transfer a (i, s) (j, s') j - umklappF (i, s) (j, s') t j
      = -(sgn s' * (1 - a)) := by
    simp [transfer, waveVector, umklappF, hij.symm]
    ring
  have qk : transfer a (i, s) (j, s') k - umklappF (i, s) (j, s') t k = -(sgn t : ℝ) := by
    simp [transfer, waveVector, umklappF, hki, hkj]
  rw [inFirstZone_iff]
  intro G hG
  simp only [hsum, qi, qj, qk]
  have bi := component_bound (q := sgn s * (1 - a)) (c := 1 - a) (G i)
    (by cases s <;> norm_num [sgn]; linarith)
    (by cases s <;> norm_num [sgn]; linarith) (by linarith)
  have bj := component_bound (q := -(sgn s' * (1 - a))) (c := 1 - a) (G j)
    (by cases s' <;> norm_num [sgn]; linarith)
    (by cases s' <;> norm_num [sgn]; linarith) (by linarith)
  have bk := component_bound (q := -(sgn t : ℝ)) (c := 1) (G k)
    (by cases t <;> norm_num [sgn]) (by cases t <;> norm_num [sgn]) le_rfl
  rcases Int.emod_two_eq_zero_or_one (G i) with p | p
  · linarith [bi.1 p, bj.1 ((hG j i).trans p), bk.1 ((hG k i).trans p)]
  · linarith [bi.2 p, bj.2 ((hG j i).trans p), bk.2 ((hG k i).trans p)]
```

## All partners of a valley

The main theorem combines these results for an arbitrary valley \(v\): the two counts, then for each partner the failure of the unreduced transfer to lie in the zone, the reciprocity of the subtracted vector, and the membership of the reduced transfer. It concerns geometry alone. Phonon energies, selection rules and scattering rates do not enter, nor does the spread of electrons around each minimum.

```lean
/-- For `3/4 < a < 1` each valley has one g and four f partners; every such transfer lies
outside the first zone and is brought inside by an explicit reciprocal vector. -/
theorem intervalley_umklapp {a : ℝ} (ha : 3 / 4 < a) (ha1 : a < 1) (v : Valley) :
    ((univ.filter fun w => IsGPartner v w).card = 1 ∧
      (univ.filter fun w => IsFPartner v w).card = 4) ∧
    (∀ w, IsGPartner v w → ¬ InFirstZone (transfer a v w) ∧ IsReciprocal (umklappG w) ∧
      InFirstZone (fun m => transfer a v w m - umklappG w m)) ∧
    (∀ w t, IsFPartner v w → ¬ InFirstZone (transfer a v w) ∧
      IsReciprocal (umklappF v w t) ∧
      InFirstZone (fun m => transfer a v w m - umklappF v w t m)) := by
  refine ⟨partner_count v, fun w h => ?_, fun w t h => ?_⟩
  · exact ⟨(g_process ha ha1 h).1, (umklapp_isReciprocal v w true).1, (g_process ha ha1 h).2⟩
  · refine ⟨fun hq => ?_, (umklapp_isReciprocal v w t).2, f_reduced_mem ha.le ha1.le h t⟩
    exact absurd ((f_transfer_mem_iff (by linarith) h).1 hq) (not_le_of_gt ha)
```

The coordinate version follows from two instances. Scattering from \(-a\,e_0\) to \(+a\,e_0\) gives \((2a,0,0)\), reduced by \((2,0,0)\). Scattering from \(+a\,e_1\) to \(+a\,e_0\) gives \((a,-a,0)\), reduced by \((1,-1,1)\). The equations `e1` to `e4` identify the general expressions with these triples.

```lean
/-- In coordinates, for `3/4 < a < 1`: `(2a,0,0)` and `(a,-a,0)` lie outside the first zone,
`(2a-2,0,0)` and `(a-1,1-a,-1)` inside. -/
theorem transfer_coordinates {a : ℝ} (ha : 3 / 4 < a) (ha1 : a < 1) :
    ¬ InFirstZone ![2 * a, 0, 0] ∧ ¬ InFirstZone ![a, -a, 0] ∧
    InFirstZone ![2 * a - 2, 0, 0] ∧ InFirstZone ![a - 1, 1 - a, -1] := by
  have hg := (intervalley_umklapp ha ha1 (0, false)).2.1 (0, true) (by decide)
  have hf := (intervalley_umklapp ha ha1 (1, true)).2.2 (0, true) true (by decide)
  have e1 : transfer a (0, false) (0, true) = ![2 * a, 0, 0] := by
    ext m
    fin_cases m <;> simp [transfer, waveVector, sgn] <;> ring
  have e2 : transfer a (1, true) (0, true) = ![a, -a, 0] := by
    ext m
    fin_cases m <;> simp [transfer, waveVector, sgn]
  have e3 : (fun m => ![2 * a, 0, 0] m - (umklappG (0, true) m : ℝ))
      = ![2 * a - 2, 0, 0] := by
    ext m
    fin_cases m <;> simp [umklappG, sgn]
  have e4 : (fun m => ![a, -a, 0] m - (umklappF (1, true) (0, true) true m : ℝ))
      = ![a - 1, 1 - a, -1] := by
    ext m
    fin_cases m <;> simp [umklappF, sgn] <;> ring
  rw [e1, e3] at hg
  rw [e2, e4] at hf
  exact ⟨hg.1, hf.1, hg.2.2, hf.2.2⟩

end

end IntervalleyUmklapp
```

```lean
#print axioms IntervalleyUmklapp.intervalley_umklapp
#print axioms IntervalleyUmklapp.transfer_coordinates
```

```
'IntervalleyUmklapp.intervalley_umklapp' depends on axioms: [propext, Classical.choice, Quot.sound]
'IntervalleyUmklapp.transfer_coordinates' depends on axioms: [propext, Classical.choice, Quot.sound]
```
